# The acoustic sum rule for one nondegenerate ultrasoft level

After a phonon calculation with ultrasoft pseudopotentials, I add up each row of the force-constant matrix and check that the sum is zero. Here the overlap operator moves with the atoms too, so both the orbital response and its normalisation change. For a single nondegenerate level, I would like to see a rigorous, machine-checked proof that its second derivatives obey this rule. Can that be done from the Sternheimer equation alone, without choosing a basis?

## Translating the operators and the orbital together

Yes, if normalisation is imposed alongside the Sternheimer equation and displacing all atoms together merely translates the Hamiltonian and the overlap. Let $H,S$ be Hermitian, $D^\dagger=-D$ the generator of translations, $A=H-eS$ with $e$ real, and $A\psi=0$. A rigid translation changes an operator $X$ by $X'=XD-DX$ to first order. For Hermitian $X$,

$$\langle\psi,X'\psi\rangle=\langle X\psi,D\psi\rangle+\langle D\psi,X\psi\rangle=2\,\mathrm{Re}\langle D\psi,X\psi\rangle.\qquad(1)$$

With $X=S$, this is the normalisation condition for the response $-D\psi$. Since $A'\psi=AD\psi$, we also have $A(-D\psi)=-A'\psi$, the Sternheimer equation.

Let $\varphi$ be any solution of $A\varphi=-A'\psi$, and let $A''=D^2A-2DAD+AD^2$. The outer terms of $A''$ vanish between $\psi$ and $\psi$, so

$$\langle\psi,A''\psi\rangle=2\langle D\psi,AD\psi\rangle,\qquad \langle\varphi,A'\psi\rangle=\langle A\varphi,D\psi\rangle=-\langle D\psi,AD\psi\rangle.$$

Hence $\langle\psi,A''\psi\rangle+2\,\mathrm{Re}\langle\varphi,A'\psi\rangle=0$.

For atoms $k,l$, write $A_k=H_k-eS_k$, $A_{kl}=H_{kl}-eS_{kl}$ and $e_k=\langle\psi,A_k\psi\rangle$, where subscripts on $H$ and $S$ denote derivatives. The responses satisfy

$$A\psi_l=-(A_l-e_lS)\psi,\qquad 2\,\mathrm{Re}\langle\psi_l,S\psi\rangle+\langle\psi,S_l\psi\rangle=0,$$

and the second derivatives of the level are

$$C_{kl}=\langle\psi,A_{kl}\psi\rangle+2\,\mathrm{Re}\langle\psi_l,A_k\psi\rangle-e_l\langle\psi,S_k\psi\rangle.$$

Moving all atoms is a translation: $\sum_lA_l=A'$ and $\sum_lA_{kl}=A_kD-DA_k$. By (1), $\sum_le_l=\langle\psi,A'\psi\rangle=0$. Summing the Sternheimer equations gives $A(\sum_l\psi_l+D\psi)=0$, so nondegeneracy gives $\sum_l\psi_l=-D\psi+c\psi$. Comparing the summed normalisation conditions with that for $-D\psi$, and using $\langle\psi,S\psi\rangle=1$, gives $\mathrm{Re}\,c=0$. Therefore

$$\sum_lC_{kl}=\langle\psi,(A_kD-DA_k)\psi\rangle-2\,\mathrm{Re}\langle D\psi,A_k\psi\rangle+2\,\mathrm{Re}(\bar c\,e_k)=0.$$

The first two terms cancel by (1); the last vanishes because $e_k$ is real.

**Two atoms in numbers.** Take $H=\mathrm{diag}(1,3)$, $S=\mathrm{diag}(1,2)$, $e=1$, $\psi=(1,0)$ and $D\psi=(0,1)$. Each $A_k$ has off-diagonal elements $\tfrac12$ and zero diagonal, $A_{kl}=\mathrm{diag}(\tfrac12,-\tfrac12)$ and $\psi_l=(0,-\tfrac12)$. Every $C_{kl}$ is $\tfrac12-\tfrac12=0$. Adding $\mathrm{diag}(1,0)$ to $H_{kl}$ for $k=l$ and subtracting it for $k\ne l$ preserves the hypotheses and gives rows $(1,-1)$ and $(-1,1)$.

## What the Lean statements assume

`E` is a complex inner product space of any dimension, not necessarily complete. Operators are linear maps defined on all of `E`, so `D` can be a derivative on suitable smooth functions. `UltrasoftState` collects the symmetry conditions and $A\psi=0$; `shift` and `secondShift` are $X'$ and $X''$.

The finite type `ι` labels atoms displaced along one direction. `AtomicResponse` assumes symmetric first derivatives, the response equations and the translation sums, which say that displacing all atoms together merely translates the operators. `slope` and `curvature` are defined by the formulas for $e_k$ and $C_{kl}$, not obtained by differentiating an eigenvalue. `hn` is normalisation and `hnd` nondegeneracy.

For non-interacting electrons with fixed occupations of nondegenerate levels, the electronic force constants are occupation-weighted sums of such matrices. Self-consistent total energies and ion–ion terms are not treated.

A different model would start from differentiable families $H(u),S(u)$ of atomic positions $u$ that are covariant under translation. The translation sums would then be derived, but differentiability and operator domains would need care.

```lean
import Mathlib

open Finset

noncomputable section

namespace UltrasoftLatticeDynamics

variable {E : Type*} [NormedAddCommGroup E] [InnerProductSpace ℂ E]
variable {ι : Type*}

/-- The secular operator `H - e S` of the generalized eigenproblem. -/
def secular (H S : E →ₗ[ℂ] E) (e : ℝ) : E →ₗ[ℂ] E := H - (e : ℂ) • S

/-- First-order change `X D - D X` of an operator `X` under the rigid translation
generated by `D`. -/
def shift (X D : E →ₗ[ℂ] E) : E →ₗ[ℂ] E := X ∘ₗ D - D ∘ₗ X

/-- Second-order change `D² X - 2 D X D + X D²` of an operator under rigid translation. -/
def secondShift (X D : E →ₗ[ℂ] E) : E →ₗ[ℂ] E :=
  D ∘ₗ D ∘ₗ X - (2 : ℂ) • (D ∘ₗ X ∘ₗ D) + X ∘ₗ D ∘ₗ D

/-- Real part of the expectation value `⟨ψ, X ψ⟩`. -/
def ev (X : E →ₗ[ℂ] E) (ψ : E) : ℝ := (inner ℂ ψ (X ψ)).re

/-- A solution `ψ` of the ultrasoft eigenproblem at energy `e`, with symmetric `H` and `S`
and an antisymmetric generator `D` of translations. -/
structure UltrasoftState (H S D : E →ₗ[ℂ] E) (e : ℝ) (ψ : E) : Prop where
  H_symm : H.IsSymmetric
  S_symm : S.IsSymmetric
  D_anti : ∀ x y, inner ℂ (D x) y = -inner ℂ x (D y)
  eigen : secular H S e ψ = 0

/-- Real part of `⟨ψ, (H_k - e S_k) ψ⟩`, the formula for the first derivative of a normalised level
when atom `k` is displaced. -/
def slope (e : ℝ) (ψ : E) (H1 S1 : ι → E →ₗ[ℂ] E) (k : ι) : ℝ :=
  ev (secular (H1 k) (S1 k) e) ψ

/-- Formula for the second derivative of a normalised level in the displacements of `k` and `l`,
written with the orbital response `ψ1 l`. -/
def curvature (e : ℝ) (ψ : E) (H1 S1 : ι → E →ₗ[ℂ] E) (H2 S2 : ι → ι → E →ₗ[ℂ] E)
    (ψ1 : ι → E) (k l : ι) : ℝ :=
  ev (secular (H2 k l) (S2 k l) e) ψ
    + 2 * (inner ℂ (ψ1 l) (secular (H1 k) (S1 k) e ψ)).re
    - slope e ψ H1 S1 l * ev (S1 k) ψ

/-- Atomic derivatives of `H` and `S`, the first ones symmetric, that add up to rigid translations,
with orbital responses obeying the Sternheimer equation and the first-order normalisation condition.
-/
structure AtomicResponse [Fintype ι] (H S D : E →ₗ[ℂ] E) (e : ℝ) (ψ : E)
    (H1 S1 : ι → E →ₗ[ℂ] E) (H2 S2 : ι → ι → E →ₗ[ℂ] E) (ψ1 : ι → E) : Prop where
  H1_symm : ∀ k, (H1 k).IsSymmetric
  S1_symm : ∀ k, (S1 k).IsSymmetric
  H1_sum : ∑ k, H1 k = shift H D
  S1_sum : ∑ k, S1 k = shift S D
  H2_sum : ∀ k, ∑ l, H2 k l = shift (H1 k) D
  S2_sum : ∀ k, ∑ l, S2 k l = shift (S1 k) D
  sternheimer : ∀ k, secular H S e (ψ1 k) =
    -(secular (H1 k) (S1 k) e ψ - (slope e ψ H1 S1 k : ℂ) • S ψ)
  normalised : ∀ k, 2 * (inner ℂ (ψ1 k) (S ψ)).re + ev (S1 k) ψ = 0

/-- The secular operator is symmetric when `H` and `S` are. -/
theorem secular_symm {H S : E →ₗ[ℂ] E} (hH : H.IsSymmetric) (hS : S.IsSymmetric) (e : ℝ) :
    (secular H S e).IsSymmetric := by
  intro x y
  simp only [secular, LinearMap.sub_apply, LinearMap.smul_apply, inner_sub_left,
    inner_sub_right, inner_smul_left, inner_smul_right, Complex.conj_ofReal, hH x y, hS x y]

/-- If the atomic derivatives of `H` and `S` add up to a translation, so do those of the
secular operator. -/
theorem sum_secular [Fintype ι] {H S D : E →ₗ[ℂ] E} {F G : ι → E →ₗ[ℂ] E} (e : ℝ)
    (hF : ∑ k, F k = shift H D) (hG : ∑ k, G k = shift S D) :
    ∑ k, secular (F k) (G k) e = shift (secular H S e) D := by
  simp only [secular, Finset.sum_sub_distrib, ← Finset.smul_sum, hF, hG]
  refine LinearMap.ext fun x => ?_
  simp only [shift, LinearMap.sub_apply, LinearMap.smul_apply, LinearMap.comp_apply,
    map_sub, map_smul]
  module

/-- Expectation values are additive over atomic contributions. -/
theorem ev_sum [Fintype ι] (X : ι → E →ₗ[ℂ] E) (ψ : E) :
    ev (∑ k, X k) ψ = ∑ k, ev (X k) ψ := by
  simp only [ev, LinearMap.sum_apply, inner_sum, Complex.re_sum]

/-- The expectation value of a symmetric operator is unchanged to first order when operator
and orbital are translated together. -/
theorem shift_expectation {X D : E →ₗ[ℂ] E} (hX : X.IsSymmetric)
    (hD : ∀ x y, inner ℂ (D x) y = -inner ℂ x (D y)) (ψ : E) :
    ev (shift X D) ψ + 2 * (inner ℂ (-(D ψ)) (X ψ)).re = 0 := by
  have h1 : (inner ℂ ψ (X (D ψ))).re = (inner ℂ (D ψ) (X ψ)).re := by
    rw [← hX ψ (D ψ), ← inner_conj_symm (X ψ) (D ψ), Complex.conj_re]
  have h2 : inner ℂ ψ (D (X ψ)) = -inner ℂ (D ψ) (X ψ) := by rw [hD, neg_neg]
  simp only [ev, shift, LinearMap.sub_apply, LinearMap.comp_apply, inner_sub_right,
    inner_neg_left, Complex.sub_re, Complex.neg_re, h1, h2]
  ring

/-- The orbital response `-D ψ` solves the Sternheimer equation for a rigid translation and
obeys the first-order normalisation condition with the moving overlap. -/
theorem translation_response {H S D : E →ₗ[ℂ] E} {e : ℝ} {ψ : E}
    (h : UltrasoftState H S D e ψ) :
    secular H S e (-(D ψ)) = -(shift (secular H S e) D ψ) ∧
      2 * (inner ℂ (-(D ψ)) (S ψ)).re + ev (shift S D) ψ = 0 := by
  constructor
  · simp only [shift, LinearMap.sub_apply, LinearMap.comp_apply, h.eigen, map_zero,
      sub_zero, map_neg]
  · linarith [shift_expectation h.S_symm h.D_anti ψ]

/-- Translational sum rule: for every solution `φ` of the Sternheimer equation of a rigid
translation, `⟨ψ, A'' ψ⟩ + 2 Re ⟨φ, A' ψ⟩` vanishes, where `A'` and `A''` are the first- and
second-order changes of the secular operator `A`. -/
theorem translational_sum_rule {H S D : E →ₗ[ℂ] E} {e : ℝ} {ψ φ : E}
    (h : UltrasoftState H S D e ψ)
    (hφ : secular H S e φ = -(shift (secular H S e) D ψ)) :
    ev (secondShift (secular H S e) D) ψ
      + 2 * (inner ℂ φ (shift (secular H S e) D ψ)).re = 0 := by
  have hA := secular_symm h.H_symm h.S_symm e
  have h1 : shift (secular H S e) D ψ = secular H S e (D ψ) := by
    simp only [shift, LinearMap.sub_apply, LinearMap.comp_apply, h.eigen, map_zero, sub_zero]
  -- only the middle term of the second-order operator survives
  have h2 : inner ℂ ψ (D (secular H S e (D ψ))) = -inner ℂ (D ψ) (secular H S e (D ψ)) := by
    rw [h.D_anti, neg_neg]
  have h3 : inner ℂ ψ (secular H S e (D (D ψ))) = 0 := by
    rw [← hA ψ (D (D ψ)), h.eigen, inner_zero_left]
  have h4 : inner ℂ φ (secular H S e (D ψ)) = -inner ℂ (D ψ) (secular H S e (D ψ)) := by
    rw [← hA φ (D ψ), hφ, h1, inner_neg_left, hA (D ψ) (D ψ)]
  have h5 : ev (secondShift (secular H S e) D) ψ
      = 2 * (inner ℂ (D ψ) (secular H S e (D ψ))).re := by
    simp only [ev, secondShift, LinearMap.add_apply, LinearMap.sub_apply,
      LinearMap.smul_apply, LinearMap.comp_apply, h.eigen, map_zero, inner_add_right,
      inner_sub_right, inner_smul_right, inner_zero_right, h2, h3]
    simp
  rw [h5, h1, h4, Complex.neg_re]
  ring

/-- Acoustic sum rule: for a nondegenerate, `S`-normalised ultrasoft level whose atomic derivatives
and responses satisfy `AtomicResponse`, each row of the matrix `curvature` sums to zero. -/
theorem acoustic_sum_rule [Fintype ι] {H S D : E →ₗ[ℂ] E} {e : ℝ} {ψ : E}
    {H1 S1 : ι → E →ₗ[ℂ] E} {H2 S2 : ι → ι → E →ₗ[ℂ] E} {ψ1 : ι → E}
    (h : UltrasoftState H S D e ψ) (hn : inner ℂ ψ (S ψ) = 1)
    (hnd : ∀ x, secular H S e x = 0 → ∃ c : ℂ, x = c • ψ)
    (r : AtomicResponse H S D e ψ H1 S1 H2 S2 ψ1) (k : ι) :
    ∑ l, curvature e ψ H1 S1 H2 S2 ψ1 k l = 0 := by
  have hsum := sum_secular e r.H1_sum r.S1_sum
  -- the slopes of the level add up to zero
  have hslope : ∑ l, slope e ψ H1 S1 l = 0 := by
    have h1 := shift_expectation (secular_symm h.H_symm h.S_symm e) h.D_anti ψ
    rw [h.eigen, inner_zero_right, Complex.zero_re, mul_zero, add_zero, ← hsum, ev_sum] at h1
    exact h1
  have hφ : secular H S e (∑ l, ψ1 l) = -(shift (secular H S e) D ψ) := by
    rw [map_sum, Finset.sum_congr rfl fun l _ => r.sternheimer l, ← hsum,
      LinearMap.sum_apply, Finset.sum_neg_distrib, Finset.sum_sub_distrib,
      ← Finset.sum_smul, ← Complex.ofReal_sum, hslope, Complex.ofReal_zero, zero_smul, sub_zero]
  -- the summed response is `-D ψ` up to a multiple of `ψ`
  obtain ⟨c, hc⟩ := hnd ((∑ l, ψ1 l) + D ψ) (by
    rw [map_add, hφ, ← (translation_response h).1, map_neg, neg_add_cancel])
  have hN : 2 * (inner ℂ (∑ l, ψ1 l) (S ψ)).re + ev (shift S D) ψ = 0 := by
    rw [← r.S1_sum, ev_sum, sum_inner, Complex.re_sum, Finset.mul_sum,
      ← Finset.sum_add_distrib]
    exact Finset.sum_eq_zero fun l _ => r.normalised l
  -- normalisation makes that multiple purely imaginary
  have hre : c.re = 0 := by
    have h1 : (inner ℂ ((∑ l, ψ1 l) + D ψ) (S ψ)).re = c.re := by
      rw [hc, inner_smul_left, hn, mul_one, Complex.conj_re]
    have h2 := (translation_response h).2
    rw [inner_add_left, Complex.add_re] at h1
    rw [inner_neg_left, Complex.neg_re] at h2
    linarith
  have hB := secular_symm (r.H1_symm k) (r.S1_symm k) e
  have him : (inner ℂ ψ (secular (H1 k) (S1 k) e ψ)).im = 0 := by
    have h1 := inner_conj_symm (𝕜 := ℂ) ψ (secular (H1 k) (S1 k) e ψ)
    rw [hB ψ ψ] at h1
    exact Complex.conj_eq_iff_im.mp h1
  have h0 : (inner ℂ ((∑ l, ψ1 l) + D ψ) (secular (H1 k) (S1 k) e ψ)).re = 0 := by
    rw [hc, inner_smul_left, Complex.mul_re, him, Complex.conj_re, hre]
    ring
  have hT := shift_expectation hB h.D_anti ψ
  rw [inner_add_left, Complex.add_re] at h0
  rw [inner_neg_left, Complex.neg_re] at hT
  simp only [curvature, Finset.sum_sub_distrib, Finset.sum_add_distrib]
  rw [← ev_sum, sum_secular e (r.H2_sum k) (r.S2_sum k), ← Finset.mul_sum,
    ← Complex.re_sum, ← sum_inner, ← Finset.sum_mul, hslope]
  linarith

/-- The operator on two orbitals with real matrix rows `(a, b)` and `(c, d)`. -/
def model (a b c d : ℝ) : EuclideanSpace ℂ (Fin 2) →ₗ[ℂ] EuclideanSpace ℂ (Fin 2) where
  toFun x := !₂[(a : ℂ) * x 0 + b * x 1, (c : ℂ) * x 0 + d * x 1]
  map_add' x y := by ext i; fin_cases i <;> simp <;> ring
  map_smul' t x := by ext i; fin_cases i <;> simp <;> ring

/-- A two-orbital operator with a real matrix and equal off-diagonal elements is symmetric. -/
theorem model_symm (a b d : ℝ) : (model a b b d).IsSymmetric := by
  intro x y
  simp [model, PiLp.inner_apply, Fin.sum_univ_two]
  ring

/-- A two-orbital, two-atom model with overlap `diag(1, 2)` meets all hypotheses of the
acoustic sum rule. -/
theorem acoustic_sum_rule_witness :
    UltrasoftState (model 1 0 0 3) (model 1 0 0 2) (model 0 (-1) 1 0) 1 !₂[1, 0] ∧
    inner ℂ (!₂[1, 0] : EuclideanSpace ℂ (Fin 2)) (model 1 0 0 2 !₂[1, 0]) = 1 ∧
    (∀ x, secular (model 1 0 0 3) (model 1 0 0 2) 1 x = 0 → ∃ c : ℂ, x = c • !₂[1, 0]) ∧
    AtomicResponse (ι := Fin 2) (model 1 0 0 3) (model 1 0 0 2) (model 0 (-1) 1 0) 1 !₂[1, 0]
      (fun _ => model 0 1 1 0) (fun _ => model 0 (1 / 2) (1 / 2) 0)
      (fun _ _ => model 1 0 0 (-1)) (fun _ _ => model (1 / 2) 0 0 (-1 / 2))
      (fun _ => !₂[0, -1 / 2]) := by
  refine ⟨⟨model_symm 1 0 3, model_symm 1 0 2, ?_, ?_⟩, ?_, ?_,
    ⟨fun _ => model_symm 0 1 0, fun _ => model_symm 0 (1 / 2) 0, ?_, ?_, ?_, ?_, ?_, ?_⟩⟩
  · intro x y
    simp [model, PiLp.inner_apply, Fin.sum_univ_two]
  · ext i
    fin_cases i <;> simp [secular, model]
  · rw [PiLp.inner_apply, Fin.sum_univ_two]
    simp [model]
  · intro x hx
    have h1 := congrArg (fun v : EuclideanSpace ℂ (Fin 2) => v 1) hx
    simp [secular, model] at h1
    have h2 : x 1 = 0 := by linear_combination h1
    refine ⟨x 0, ?_⟩
    ext i
    fin_cases i <;> simp [h2]
  · refine LinearMap.ext fun x => ?_
    ext i
    fin_cases i <;> simp [shift, model] <;> ring
  · refine LinearMap.ext fun x => ?_
    ext i
    fin_cases i <;> simp [shift, model] <;> ring
  · refine fun _ => LinearMap.ext fun x => ?_
    ext i
    fin_cases i <;> simp [shift, model] <;> ring
  · refine fun _ => LinearMap.ext fun x => ?_
    ext i
    fin_cases i <;> simp [shift, model] <;> ring
  · intro _
    ext i
    fin_cases i <;>
      simp [secular, slope, ev, model, PiLp.inner_apply, Fin.sum_univ_two]
    ring
  · intro _
    simp [ev, model, PiLp.inner_apply, Fin.sum_univ_two]

end UltrasoftLatticeDynamics
```

```lean
#print axioms UltrasoftLatticeDynamics.translational_sum_rule
#print axioms UltrasoftLatticeDynamics.acoustic_sum_rule
```

```
'UltrasoftLatticeDynamics.translational_sum_rule' depends on axioms: [propext, Classical.choice, Quot.sound]
'UltrasoftLatticeDynamics.acoustic_sum_rule' depends on axioms: [propext, Classical.choice, Quot.sound]
```

## How the proof follows the algebra

`shift_expectation` is equation (1), and `translation_response` applies it to $S$ and adds the Sternheimer equation. In `translational_sum_rule`, `h.eigen` and `h3` remove the outer terms of the second-order operator, `h2` rewrites the middle one, and `h4` moves $A$ onto $\varphi$.

`sum_secular` and `ev_sum` carry the atomic sums into `acoustic_sum_rule`. There `hslope` gives $\sum_le_l=0$, `hnd` supplies $c$, `hre` shows that its real part vanishes, and `h0` removes its contribution. `hT` is (1) for $A_k$, and the final `linarith` combines the remaining terms.

`acoustic_sum_rule_witness` checks the hypotheses for the unmodified two-atom example, whose `D` is an antisymmetric matrix standing in for a spatial derivative.
